# RPA energy of one density mode with a structureless reference: its minimum over $S > 0$ and its limit as $k \to 0^+$

A variational or diffusion Monte Carlo calculation of the electron gas places $N$ electrons in a periodic cell, and the Coulomb energy becomes a sum over the cell's reciprocal lattice vectors. The vector $k = 0$ is absent, because the neutralising background cancels it. In the infinite system the wave vectors near zero contribute a finite energy, so the finite cell misses something, and the question is how much. In the random-phase approximation (RPA) each density mode is treated independently. With a reference state whose structure factor equals 1, the energy of a mode is a function of a single variable. That function is minimised below for $k > 0$, and the minimiser is followed to $k \to 0^+$ for a positive plasma frequency.

## The mode energy

Units are Hartree atomic units. Let $k$ be the length of the wave vector, $S$ the static structure factor of the mode, and $\omega$ the plasma frequency, with $\omega^2 = 4\pi n$ at density $n$ in three dimensions. All three are plain real numbers in Lean.

```lean
import Mathlib

open Filter Topology Set

namespace RPAModeEnergy

noncomputable section
```

The kinetic part is postulated as $T = \frac{k^2}{8}\frac{(1-S)^2}{S}$. It is the cost of correlating a reference state with $S = 1$, as for a condensate of bosons, and it vanishes there. For electrons the RPA starts from the free Fermi-gas structure factor, which equals 1 only beyond twice the Fermi wave vector, so the model here is the simpler one.

```lean
/-- Kinetic part `k²(1 - S)²/(8S)` of the model energy of the mode `k` with structure factor `S`,
for a reference state of structure factor 1. -/
def kinetic (k S : ℝ) : ℝ := k ^ 2 / 8 * (1 - S) ^ 2 / S
```

The potential part is postulated as $V = \omega^2 S/(2k^2)$, which is $\tfrac12 n\,(4\pi/k^2)\,S$. The Coulomb sum contains $S - 1$; the $-1$ gives a term independent of $S$ and is left out.

```lean
/-- The `S`-dependent potential part `ω²S/(2k²)` of the energy of the mode `k`, with plasma
frequency `ω`. -/
def potential (ω k S : ℝ) : ℝ := ω ^ 2 * S / (2 * k ^ 2)

/-- RPA mode energy: kinetic plus potential part. -/
def modeEnergy (ω k S : ℝ) : ℝ := kinetic k S + potential ω k S
```

With $E = T + V$, two further quantities are defined: the candidate minimiser $S_0 = 1/\sqrt{1 + 4\omega^2/k^4}$, called `optS`, and the mode frequency $\varepsilon = \sqrt{\omega^2 + k^4/4}$, called `freq`.

```lean
/-- The candidate minimiser `S₀ = 1 / √(1 + 4ω²/k⁴)` of the mode energy (reference structure factor
1). -/
def optS (ω k : ℝ) : ℝ := 1 / √(1 + 4 * ω ^ 2 / k ^ 4)

/-- The mode frequency `ε = √(ω² + k⁴/4)`. -/
def freq (ω k : ℝ) : ℝ := √(ω ^ 2 + k ^ 4 / 4)
```

No wave function, Hamiltonian, cell or sum over $k$ appears in these definitions. The theorems concern one mode, with $T$ and $V$ taken as given.

## The wave vector is nonzero

The hypothesis `hk : 0 < k` says that the mode is a genuine density fluctuation. By hand it is used twice. It gives $\omega^2 + k^4/4 > 0$, so $\varepsilon > 0$ even at $\omega = 0$, and $\omega^2 = \varepsilon^2 - k^4/4$. It also permits division by $k^2$:
$$1 + \frac{4\omega^2}{k^4} = \frac{k^4 + 4\omega^2}{k^4} = \Big(\frac{2\varepsilon}{k^2}\Big)^2, \qquad\text{so}\qquad S_0 = \frac{k^2}{2\varepsilon},$$
where the root is the positive one because $2\varepsilon/k^2 > 0$.

In `freq_spec` the hypothesis enters through `positivity`, and `Real.sq_sqrt` removes the root.

```lean
/-- For `k > 0` the mode frequency is positive and `ω² = ε² - k⁴/4`. -/
theorem freq_spec (ω : ℝ) {k : ℝ} (hk : 0 < k) :
    0 < freq ω k ∧ ω ^ 2 = freq ω k ^ 2 - k ^ 4 / 4 := by
  have h : 0 < ω ^ 2 + k ^ 4 / 4 := by positivity
  refine ⟨Real.sqrt_pos.mpr h, ?_⟩
  unfold freq
  rw [Real.sq_sqrt h.le]
  ring
```

In `optS_eq` the step `h1` is the displayed identity. The frequency is replaced by a variable `e`, $\omega^2$ is eliminated, and `field_simp` clears $k^4$ using `hk'`. Then `Real.sqrt_sq` takes the positive root.

```lean
/-- For `k > 0`, `S₀ = optS ω k` equals `k² / (2ε)`. -/
theorem optS_eq (ω : ℝ) {k : ℝ} (hk : 0 < k) : optS ω k = k ^ 2 / (2 * freq ω k) := by
  obtain ⟨he, hω⟩ := freq_spec ω hk
  have hk' : k ≠ 0 := hk.ne'
  have h1 : 1 + 4 * ω ^ 2 / k ^ 4 = (2 * freq ω k / k ^ 2) ^ 2 := by
    generalize freq ω k = e at he hω ⊢
    rw [hω]
    field_simp
    ring
  unfold optS
  rw [h1, Real.sqrt_sq (by positivity), one_div_div]
```

At $k = 0$ the potential part is undefined; Lean's division by zero returns 0, which makes `modeEnergy ω 0 S` equal to 0 and so below the bound $|\omega|/2$ whenever $\omega \neq 0$. Every formula depends on $k$ only through $k^2$, so the sign of $k$ merely records that $k$ is a length.

## Repulsion pushes $S_0$ below one

The hypothesis `hω : 0 < ω` says that the particles repel each other. Then $4\omega^2/k^4 > 0$, the root exceeds 1, and $0 < S_0 < 1$: density fluctuations are suppressed relative to the reference. The theorem `optS_spec` follows this order with `hpos` and `h1`, and also states $1/S_0 = \sqrt{1 + 4\omega^2/k^4}$.

```lean
/-- For `k, ω > 0`, `S₀ = optS ω k` lies strictly between 0 and 1 and satisfies `1/S₀ = √(1 +
4ω²/k⁴)`. -/
theorem optS_spec {ω k : ℝ} (hω : 0 < ω) (hk : 0 < k) :
    0 < optS ω k ∧ optS ω k < 1 ∧ 1 / optS ω k = √(1 + 4 * ω ^ 2 / k ^ 4) := by
  have hpos : 0 < 4 * ω ^ 2 / k ^ 4 := by positivity
  have h1 : 1 < √(1 + 4 * ω ^ 2 / k ^ 4) := by
    apply Real.lt_sqrt_of_sq_lt
    linarith
  have h0 : 0 < √(1 + 4 * ω ^ 2 / k ^ 4) := by linarith
  unfold optS
  refine ⟨one_div_pos.mpr h0, (div_lt_one h0).mpr h1, one_div_one_div _⟩
```

At $\omega = 0$ one has $S_0 = 1$ and the strict inequality fails. The minimisation itself holds for every real $\omega$, zero included. Only $\omega^2$ enters, so attractive interactions are not described.

## The structure factor is positive

The structure factor is the mean squared modulus of a density fluctuation per particle, so it is not negative, and $T$ diverges as $S \to 0^+$. The hypothesis `hS : 0 < S` takes the whole open half-line, with no upper bound. Expanding $(1-S)^2$ gives
$$E = \frac{k^2}{8S} - \frac{k^2}{4} + \frac{k^2 S}{8} + \frac{\omega^2 S}{2k^2} = \frac{k^2}{8S} + \frac{\varepsilon^2 S}{2k^2} - \frac{k^2}{4},$$
since $k^2/8 + \omega^2/(2k^2) = \varepsilon^2/(2k^2)$. On the other hand
$$\frac{(k^2 - 2\varepsilon S)^2}{8k^2 S} = \frac{k^2}{8S} - \frac{\varepsilon}{2} + \frac{\varepsilon^2 S}{2k^2},$$
and comparing the two lines yields
$$E = \frac{\varepsilon}{2} - \frac{k^2}{4} + \frac{(k^2 - 2\varepsilon S)^2}{8k^2S}.$$
This identity needs only $S \neq 0$ and $k \neq 0$, which is what `modeEnergy_eq_square` extracts as `hS'` and `hk'` before `field_simp` and `ring`.

```lean
/-- Completing the square: for `k, S > 0` the mode energy is `ε/2 - k²/4` plus
`(k² - 2εS)² / (8k²S)`. -/
theorem modeEnergy_eq_square (ω : ℝ) {k S : ℝ} (hk : 0 < k) (hS : 0 < S) :
    modeEnergy ω k S = freq ω k / 2 - k ^ 2 / 4
      + (k ^ 2 - 2 * freq ω k * S) ^ 2 / (8 * k ^ 2 * S) := by
  obtain ⟨-, hω⟩ := freq_spec ω hk
  have hk' : k ≠ 0 := hk.ne'
  have hS' : S ≠ 0 := hS.ne'
  unfold modeEnergy kinetic potential
  generalize freq ω k = e at hω ⊢
  rw [hω]
  field_simp
  ring
```

The sign of $S$ matters in the next step. The denominator $8k^2S$ is positive, so the last term is not negative and $E \ge \varepsilon/2 - k^2/4$. Equality holds exactly when $k^2 = 2\varepsilon S$, that is, when $S = S_0$. The theorem `modeEnergy_min` states both facts for all real $\omega$, $k > 0$ and $S > 0$. In its proof `hden` is the positive denominator and `hsq` the sign of the quotient. The chain `h0`, `h1`, `h2` passes from a vanishing quotient to a vanishing numerator and then to $k^2 - 2\varepsilon S = 0$, and division by $2\varepsilon \neq 0$ gives $S_0$. The minimiser is therefore unique.

```lean
/-- For `k > 0` and every `S > 0` the mode energy is at least `√(ω² + k⁴/4)/2 - k²/4`, with equality
exactly when `S = optS ω k`. -/
theorem modeEnergy_min (ω : ℝ) {k S : ℝ} (hk : 0 < k) (hS : 0 < S) :
    √(ω ^ 2 + k ^ 4 / 4) / 2 - k ^ 2 / 4 ≤ modeEnergy ω k S ∧
      (modeEnergy ω k S = √(ω ^ 2 + k ^ 4 / 4) / 2 - k ^ 2 / 4 ↔ S = optS ω k) := by
  obtain ⟨he, -⟩ := freq_spec ω hk
  have hfr : √(ω ^ 2 + k ^ 4 / 4) = freq ω k := rfl
  rw [hfr, modeEnergy_eq_square ω hk hS, optS_eq ω hk]
  generalize freq ω k = e at he ⊢
  have hden : 0 < 8 * k ^ 2 * S := by positivity
  have h2e : 2 * e ≠ 0 := by positivity
  have hsq : 0 ≤ (k ^ 2 - 2 * e * S) ^ 2 / (8 * k ^ 2 * S) :=
    div_nonneg (sq_nonneg _) hden.le
  refine ⟨by linarith, ?_, ?_⟩
  · -- equality forces the square to vanish
    intro h
    have h0 : (k ^ 2 - 2 * e * S) ^ 2 / (8 * k ^ 2 * S) = 0 := by linarith
    have h1 : (k ^ 2 - 2 * e * S) ^ 2 = 0 := (div_eq_zero_iff.mp h0).resolve_right hden.ne'
    have h2 : k ^ 2 - 2 * e * S = 0 := (pow_eq_zero_iff two_ne_zero).mp h1
    rw [eq_div_iff h2e]
    linarith
  · intro h
    rw [eq_div_iff h2e] at h
    have h2 : k ^ 2 - 2 * e * S = 0 := by linarith
    rw [h2]
    simp
```

The theorem `modeEnergy_isLeast` states the same minimum for the set `modeEnergy ω k '' Ioi 0` of energies reached by positive $S$. `IsLeast` means that $\varepsilon/2 - k^2/4$ belongs to the set, with $S_0$ as the witness, and bounds it from below.

```lean
/-- For `k > 0` the least value of the mode energy over `S > 0` is
`√(ω² + k⁴/4)/2 - k²/4`. -/
theorem modeEnergy_isLeast (ω : ℝ) {k : ℝ} (hk : 0 < k) :
    IsLeast (modeEnergy ω k '' Ioi 0) (√(ω ^ 2 + k ^ 4 / 4) / 2 - k ^ 2 / 4) := by
  obtain ⟨he, -⟩ := freq_spec ω hk
  have h0 : 0 < optS ω k := by
    rw [optS_eq ω hk]
    positivity
  refine ⟨⟨optS ω k, h0, (modeEnergy_min ω hk h0).2.mpr rfl⟩, ?_⟩
  rintro _ ⟨S, hS, rfl⟩
  exact (modeEnergy_min ω hk hS).1
```

For negative $S$ the last term changes sign, and $k^2/(8S)$ sends $E$ to $-\infty$ as $S \to 0^-$, so a minimisation over all nonzero $S$ has no solution.

## The two parts at the minimum

Substituting $S_0 = k^2/(2\varepsilon)$ and $1 - S_0 = (2\varepsilon - k^2)/(2\varepsilon)$ gives
$$T = \frac{k^2}{8}\,\frac{(2\varepsilon - k^2)^2}{4\varepsilon^2}\,\frac{2\varepsilon}{k^2} = \frac{(2\varepsilon - k^2)^2}{16\varepsilon}, \qquad V = \frac{\omega^2}{4\varepsilon},$$
$$\frac{k^2}{2}\Big(\frac{1}{S_0} - 1\Big) = \varepsilon - \frac{k^2}{2}, \qquad \frac{S_0}{k^2} = \frac{1}{2\varepsilon}.$$
The left-hand sides divide by $k^2$ or $S_0$, while the right-hand sides divide only by $\varepsilon$. The theorem `closed_forms` proves the four identities for $k > 0$ and any $\omega$, by rewriting with `optS_eq` and clearing denominators.

```lean
/-- For `k > 0`, at `S₀ = optS ω k`: the kinetic part is `(2ε - k²)²/(16ε)`, the potential part
`ω²/(4ε)`, `k²(1/S₀ - 1)/2 = ε - k²/2`, and `S₀/k² = 1/(2ε)`. -/
theorem closed_forms (ω : ℝ) {k : ℝ} (hk : 0 < k) :
    kinetic k (optS ω k) = (2 * freq ω k - k ^ 2) ^ 2 / (16 * freq ω k) ∧
      potential ω k (optS ω k) = ω ^ 2 / (4 * freq ω k) ∧
      k ^ 2 * (1 / optS ω k - 1) / 2 = freq ω k - k ^ 2 / 2 ∧
      optS ω k / k ^ 2 = 1 / (2 * freq ω k) := by
  obtain ⟨he, -⟩ := freq_spec ω hk
  have hk' : k ≠ 0 := hk.ne'
  rw [optS_eq ω hk]
  unfold kinetic potential
  generalize freq ω k = e at he ⊢
  have he' : e ≠ 0 := he.ne'
  refine ⟨?_, ?_, ?_, ?_⟩ <;> field_simp <;> ring
```

As an instance take $\omega = 3/2$ and $k = 2$. Then $\varepsilon = \sqrt{9/4 + 4} = 5/2$, $S_0 = 4/5$, $T = 1/40$, $V = 9/40$, and $E = 1/4 = 5/4 - 1$. The uncorrelated value $S = 1$ gives $E = 9/32$, higher by $(4-5)^2/32 = 1/32$. At $k = 1/2$ with the same $\omega$, $\varepsilon \approx 1.5052$, $T \approx 0.316$ and $V \approx 0.374$, to be compared with $\omega/4 = 0.375$.

## Long wavelengths, approached from $k > 0$ with $\omega > 0$

The function $\varepsilon$ is continuous in $k$ and equals $\sqrt{\omega^2}$ at $k = 0$. This is $\omega$ when $\omega \ge 0$, and `freq_tendsto` uses the hypothesis through `Real.sqrt_sq hω.le`. The filter `𝓝[>] 0` describes $k$ approaching zero through positive values, and `mono_left` restricts the two-sided limit to it.

```lean
/-- For `ω > 0` the mode frequency tends to `ω` as `k → 0⁺`. -/
theorem freq_tendsto {ω : ℝ} (hω : 0 < ω) : Tendsto (freq ω) (𝓝[>] 0) (𝓝 ω) := by
  have hc : Continuous (freq ω) := by
    unfold freq
    fun_prop
  have h0 : freq ω 0 = ω := by
    simp [freq, Real.sqrt_sq hω.le]
  have h := hc.tendsto 0
  rw [h0] at h
  exact h.mono_left nhdsWithin_le_nhds
```

Putting $\varepsilon \to \omega$ and $k^2 \to 0$ into the closed forms gives
$$T \to \frac{(2\omega)^2}{16\omega} = \frac{\omega}{4}, \quad V \to \frac{\omega}{4}, \quad E \to \frac{\omega}{2}, \quad \frac{k^2}{2}\Big(\frac{1}{S_0} - 1\Big) \to \omega, \quad \frac{S_0}{k^2} \to \frac{1}{2\omega}.$$
These are the five statements of `long_wavelength_limits`, all evaluated at $S = S_0$ with $\omega$ fixed. The limit is the zero-point energy of an oscillator of frequency $\omega$, shared equally between the two parts.

In the proof, `hev` records that the closed forms hold at every $k$ seen by the one-sided filter, which is where $k > 0$ is used. Each limit is assembled for the closed form from `hf` and `hk2` by the rules for sums, powers and quotients, and `congr'` transfers it to the original expression; the limit of $E$ is the sum of `hT` and `hV`. The quotient rule needs a nonzero limiting denominator ($16\omega$, $4\omega$, $2\omega$), which `positivity` supplies from $\omega > 0$.

```lean
/-- For `ω > 0` and `k → 0⁺`, at `S₀ = optS ω k`: the kinetic and potential parts each tend to
`ω/4`, the mode energy to `ω/2`, `k²(1/S₀ - 1)/2` to `ω`, and `S₀/k²` to `1/(2ω)`. -/
theorem long_wavelength_limits {ω : ℝ} (hω : 0 < ω) :
    Tendsto (fun k => kinetic k (optS ω k)) (𝓝[>] 0) (𝓝 (ω / 4)) ∧
      Tendsto (fun k => potential ω k (optS ω k)) (𝓝[>] 0) (𝓝 (ω / 4)) ∧
      Tendsto (fun k => modeEnergy ω k (optS ω k)) (𝓝[>] 0) (𝓝 (ω / 2)) ∧
      Tendsto (fun k => k ^ 2 * (1 / optS ω k - 1) / 2) (𝓝[>] 0) (𝓝 ω) ∧
      Tendsto (fun k => optS ω k / k ^ 2) (𝓝[>] 0) (𝓝 (1 / (2 * ω))) := by
  have hf := freq_tendsto hω
  have hω' : ω ≠ 0 := hω.ne'
  have hk2 : Tendsto (fun k : ℝ => k ^ 2) (𝓝[>] 0) (𝓝 0) := by
    have h : Tendsto (fun k : ℝ => k ^ 2) (𝓝 0) (𝓝 (0 ^ 2)) :=
      (continuous_pow 2).tendsto 0
    rw [zero_pow two_ne_zero] at h
    exact h.mono_left nhdsWithin_le_nhds
  -- the closed forms hold for all k > 0
  have hev := eventually_mem_nhdsWithin.mono
    (fun (k : ℝ) (hk : k ∈ Ioi (0 : ℝ)) => closed_forms ω (k := k) hk) (f := 𝓝[>] 0)
  have hT : Tendsto (fun k => kinetic k (optS ω k)) (𝓝[>] 0) (𝓝 (ω / 4)) := by
    have h := (((hf.const_mul 2).sub hk2).pow 2).div (hf.const_mul 16) (by positivity)
    have e : (2 * ω - 0) ^ 2 / (16 * ω) = ω / 4 := by
      rw [div_eq_iff (by positivity)]
      ring
    rw [e] at h
    exact h.congr' (hev.mono fun k hk => hk.1.symm)
  have hV : Tendsto (fun k => potential ω k (optS ω k)) (𝓝[>] 0) (𝓝 (ω / 4)) := by
    have h := (tendsto_const_nhds (x := ω ^ 2)).div (hf.const_mul 4) (by positivity)
    have e : ω ^ 2 / (4 * ω) = ω / 4 := by
      rw [div_eq_iff (by positivity)]
      ring
    rw [e] at h
    exact h.congr' (hev.mono fun k hk => hk.2.1.symm)
  refine ⟨hT, hV, ?_, ?_, ?_⟩
  · have h := hT.add hV
    have e : ω / 4 + ω / 4 = ω / 2 := by ring
    rw [e] at h
    exact h
  · have h := hf.sub (hk2.div_const 2)
    have e : ω - 0 / 2 = ω := by ring
    rw [e] at h
    exact h.congr' (hev.mono fun k hk => hk.2.2.1.symm)
  · have h := (tendsto_const_nhds (x := (1 : ℝ))).div (hf.const_mul 2) (by positivity)
    exact h.congr' (hev.mono fun k hk => hk.2.2.2.symm)

end

end RPAModeEnergy
```

```lean
#print axioms RPAModeEnergy.optS_spec
-- 'RPAModeEnergy.optS_spec' depends on axioms: [propext, Classical.choice, Quot.sound]
#print axioms RPAModeEnergy.modeEnergy_isLeast
-- 'RPAModeEnergy.modeEnergy_isLeast' depends on axioms: [propext, Classical.choice, Quot.sound]
#print axioms RPAModeEnergy.long_wavelength_limits
-- 'RPAModeEnergy.long_wavelength_limits' depends on axioms: [propext, Classical.choice, Quot.sound]
```

At $\omega = 0$ the first four quantities vanish for all $k > 0$, and $S_0/k^2 = 1/k^2$ diverges, so the quadratic small-$k$ law is lost. For $\omega < 0$ the limits would carry $|\omega|$ in place of $\omega$. The theorem gives limits and no rate of approach.

## Use in a finite-size correction

The connection to a simulation rests on physical arguments that the theorems above do not contain. The energy per electron in the cell is $1/N$ times a sum of mode terms over $k \neq 0$, plus terms independent of $S$. Among these is the sum of the dropped terms $-\omega^2/(2k^2)$, which diverge as $k \to 0$; in the Ewald energy this sum comes with the self-image (Madelung) constant, which makes up the difference between it and the corresponding integral, so the comparison is left to the $S$-dependent mode terms. Comparing their sum with the integral for the infinite system, the leading difference is taken to be the missing $k = 0$ term, which in this independent-mode model is $\omega/(4N)$ for the kinetic and $\omega/(4N)$ for the potential energy.

To estimate the correction from a simulation, one can accumulate $S$ at the cell's reciprocal lattice vectors and fit it to $\eta k^2$ at the smallest ones. The potential correction is then $\omega^2\eta/(2N)$, and $\eta = 1/(2\omega)$ returns $\omega/(4N)$. For the kinetic part, let $u_k$ be the Fourier transform of the pair function $u$ in a Jastrow factor $\exp(-\sum_{i<j} u(r_{ij}))$, where $r_{ij}$ is the distance between particles $i$ and $j$. The RPA relation $2nu_k = 1/S - 1$ turns the fourth limit into $n k^2 u_k \to \omega$, and $T = \tfrac14 n k^2 u_k (1 - S)$ then tends to $\omega/4$. Fermi statistics, twist averaging and higher orders in $1/N$ are not part of the model.
